# Energies of packed real densities $f+\mathrm{i}g$ add for all pairs exactly when the Hermitian kernel is real

At the $\Gamma$ point of a periodic cell the orbitals of a spin-free, time-reversal invariant Hamiltonian can be chosen real, so their products, the pair densities, are real on the grid, and two of them, $f$ and $g$, fit into one complex array $f+\mathrm{i}g$. The question is when the energy of that array in an interaction kernel $K$ equals the sum of the energies of $f$ and $g$.

```lean
import Mathlib

open Matrix Complex

namespace PairDensityPacking

noncomputable section

variable {n : Type*} [Fintype n]

/-- A real grid function regarded as a complex vector. -/
def embed (f : n → ℝ) : n → ℂ := fun i => (f i : ℂ)

/-- Two real grid functions packed into the single complex vector `f + i g`. -/
def pack (f g : n → ℝ) : n → ℂ := fun i => (f i : ℂ) + I * (g i : ℂ)

/-- The matrix element `⟨x, K y⟩ = x† K y` of the kernel `K`. -/
def element (K : Matrix n n ℂ) (x y : n → ℂ) : ℂ := star x ⬝ᵥ K *ᵥ y

/-- The energy `⟨x, K x⟩` of the vector `x` in the kernel `K`. -/
def energy (K : Matrix n n ℂ) (x : n → ℂ) : ℂ := element K x x

/-- The real number `fᵀ Re(K) g`. -/
def reCoupling (K : Matrix n n ℂ) (f g : n → ℝ) : ℝ := f ⬝ᵥ (K.map Complex.re) *ᵥ g

/-- The real number `fᵀ Im(K) g`. -/
def imCoupling (K : Matrix n n ℂ) (f g : n → ℝ) : ℝ := f ⬝ᵥ (K.map Complex.im) *ᵥ g

/-- The Pauli matrix `σ_y`. -/
def sigmaY : Matrix (Fin 2) (Fin 2) ℂ := !![0, -I; I, 0]

/-- For any kernel, the packed energy is the sum of the separate energies plus the cross
term `i (⟨f, K g⟩ - ⟨g, K f⟩)`. -/
theorem energy_pack_expand (K : Matrix n n ℂ) (f g : n → ℝ) :
    energy K (pack f g) = energy K (embed f) + energy K (embed g)
      + I * (element K (embed f) (embed g) - element K (embed g) (embed f)) := by
  simp only [energy, element, dotProduct, Matrix.mulVec, pack, embed, Pi.star_apply,
    Finset.mul_sum, ← Finset.sum_add_distrib, ← Finset.sum_sub_distrib]
  refine Finset.sum_congr rfl fun i _ => Finset.sum_congr rfl fun j _ => ?_
  simp only [star_add, star_mul, Complex.star_def, Complex.conj_ofReal, Complex.conj_I]
  -- the g-g term carries the factor (-i)(i) = 1
  linear_combination (-((g i : ℂ) * K i j * (g j : ℂ))) * Complex.I_sq

/-- Between real vectors, `⟨f, K g⟩ = fᵀ Re(K) g + i fᵀ Im(K) g`. -/
theorem element_embed (K : Matrix n n ℂ) (f g : n → ℝ) :
    element K (embed f) (embed g) = (reCoupling K f g : ℂ) + I * (imCoupling K f g : ℂ) := by
  simp only [element, reCoupling, imCoupling, dotProduct, Matrix.mulVec, embed, Pi.star_apply,
    Matrix.map_apply, Complex.star_def, Complex.conj_ofReal]
  push_cast
  simp only [Finset.mul_sum, ← Finset.sum_add_distrib]
  refine Finset.sum_congr rfl fun i _ => Finset.sum_congr rfl fun j _ => ?_
  linear_combination (-((f i : ℂ) * (g j : ℂ))) * Complex.re_add_im (K i j)

/-- For a Hermitian kernel, `fᵀ Re(K) g` is symmetric and `fᵀ Im(K) g` is antisymmetric
under the exchange of `f` and `g`. -/
theorem coupling_swap {K : Matrix n n ℂ} (hK : K.IsHermitian) (f g : n → ℝ) :
    reCoupling K g f = reCoupling K f g ∧ imCoupling K g f = -imCoupling K f g := by
  have hre : ∀ i j, (K j i).re = (K i j).re := fun i j => by
    simpa using congrArg Complex.re (hK.apply i j)
  have him : ∀ i j, (K j i).im = -(K i j).im := fun i j => by
    have h := congrArg Complex.im (hK.apply i j)
    simp only [Complex.star_def, Complex.conj_im] at h
    linarith
  constructor
  · simp only [reCoupling, dotProduct, Matrix.mulVec, Matrix.map_apply, Finset.mul_sum]
    rw [Finset.sum_comm]
    refine Finset.sum_congr rfl fun i _ => Finset.sum_congr rfl fun j _ => ?_
    rw [hre i j]
    ring
  · simp only [imCoupling, dotProduct, Matrix.mulVec, Matrix.map_apply, Finset.mul_sum,
      ← Finset.sum_neg_distrib]
    rw [Finset.sum_comm]
    refine Finset.sum_congr rfl fun i _ => Finset.sum_congr rfl fun j _ => ?_
    rw [him i j]
    ring

/-- For a Hermitian kernel, the packed energy minus the two separate energies equals
`-2 fᵀ Im(K) g`. -/
theorem packing_defect {K : Matrix n n ℂ} (hK : K.IsHermitian) (f g : n → ℝ) :
    energy K (pack f g) - (energy K (embed f) + energy K (embed g))
      = -2 * (imCoupling K f g : ℂ) := by
  obtain ⟨hre, him⟩ := coupling_swap hK f g
  rw [energy_pack_expand, element_embed K f g, element_embed K g f, hre, him]
  push_cast
  -- the real couplings cancel, the imaginary ones add
  linear_combination (2 * (imCoupling K f g : ℂ)) * Complex.I_sq

/-- For any kernel, the packed energy equals the sum of the separate energies for all real
`f`, `g` exactly when `K` is symmetric, `K i j = K j i`. -/
theorem packing_iff_symm (K : Matrix n n ℂ) :
    (∀ f g : n → ℝ, energy K (pack f g) = energy K (embed f) + energy K (embed g))
      ↔ ∀ i j, K i j = K j i := by
  classical
  constructor
  · intro h i j
    -- test on unit vectors
    have hunit : ∀ a : n, embed (Pi.single a (1 : ℝ)) = Pi.single a (1 : ℂ) := fun a => by
      funext k
      by_cases hk : k = a <;> simp [embed, hk]
    have hel : ∀ a b : n,
        element K (embed (Pi.single a 1)) (embed (Pi.single b 1)) = K a b := fun a b => by
      rw [hunit, hunit]
      simp [element, dotProduct, Matrix.mulVec, Pi.single_apply, apply_ite star]
    have h1 := energy_pack_expand K (Pi.single i 1) (Pi.single j 1)
    rw [h, hel, hel] at h1
    linear_combination I * h1 + (K i j - K j i) * Complex.I_sq
  · intro h f g
    have hs : element K (embed f) (embed g) = element K (embed g) (embed f) := by
      simp only [element, dotProduct, Matrix.mulVec, embed, Pi.star_apply, Complex.star_def,
        Complex.conj_ofReal, Finset.mul_sum]
      rw [Finset.sum_comm]
      refine Finset.sum_congr rfl fun i _ => Finset.sum_congr rfl fun j _ => ?_
      rw [h j i]
      ring
    rw [energy_pack_expand, hs]
    ring

/-- For a Hermitian kernel, `⟨f + i g, K (f + i g)⟩ = ⟨f, K f⟩ + ⟨g, K g⟩` holds for all real
`f`, `g` exactly when all entries of `K` are real. -/
theorem packing_iff_real {K : Matrix n n ℂ} (hK : K.IsHermitian) :
    (∀ f g : n → ℝ, energy K (pack f g) = energy K (embed f) + energy K (embed g))
      ↔ ∀ i j, (K i j).im = 0 := by
  rw [packing_iff_symm]
  constructor
  · intro h i j
    -- symmetric and Hermitian: each entry equals its conjugate
    have h1 := hK.apply i j
    rw [← h i j] at h1
    exact Complex.conj_eq_iff_im.mp h1
  · intro h i j
    have h1 : star (K j i) = K j i := Complex.conj_eq_iff_im.mpr (h j i)
    rw [← hK.apply i j, h1]

/-- For any kernel, the mean of the energies of `f + i g` and `f - i g` is the sum of the
separate energies of `f` and `g`. -/
theorem packing_average (K : Matrix n n ℂ) (f g : n → ℝ) :
    (energy K (pack f g) + energy K (pack f (-g))) / 2
      = energy K (embed f) + energy K (embed g) := by
  have hneg : embed (-g) = -embed g := by
    funext i
    simp [embed]
  rw [energy_pack_expand, energy_pack_expand, hneg]
  simp only [energy, element, star_neg, Matrix.mulVec_neg, neg_dotProduct, dotProduct_neg]
  ring

/-- The kernel `σ_y` is Hermitian; for `f = (1, 0)` and `g = (0, 1)` the packed energy is `2`
while the separate energies add to `0`. -/
theorem packing_defect_witness :
    sigmaY.IsHermitian ∧ energy sigmaY (pack ![1, 0] ![0, 1]) = 2 ∧
      energy sigmaY (embed ![1, 0]) + energy sigmaY (embed ![0, 1]) = 0 := by
  refine ⟨?_, ?_, ?_⟩
  · ext i j
    fin_cases i <;> fin_cases j <;> simp [sigmaY, Matrix.conjTranspose_apply]
  · simp [energy, element, pack, sigmaY, dotProduct, Matrix.mulVec, Fin.sum_univ_two,
      Complex.ext_iff]
    norm_num
  · simp [energy, element, embed, sigmaY, dotProduct, Matrix.mulVec, Fin.sum_univ_two]

end

end PairDensityPacking
```

```lean
#print axioms PairDensityPacking.packing_defect
#print axioms PairDensityPacking.packing_iff_real
#print axioms PairDensityPacking.packing_average
```

```
'PairDensityPacking.packing_defect' depends on axioms: [propext, Classical.choice, Quot.sound]
'PairDensityPacking.packing_iff_real' depends on axioms: [propext, Classical.choice, Quot.sound]
'PairDensityPacking.packing_average' depends on axioms: [propext, Classical.choice, Quot.sound]
```

## Packed and separate energies

The finite type `n` labels the grid points $i,j$, and $\mathrm{i}$ (Lean's `I`) is the imaginary unit. A density is a real vector `f : n → ℝ`. `embed f` is the same vector read as complex, and `pack f g` has components $f_i+\mathrm{i}g_i$. The kernel is a complex matrix $K$. `element K x y` is $\langle x,Ky\rangle=\sum_{ij}\overline{x_i}K_{ij}y_j$, with the conjugate on the left factor, and `energy K x` is $E(x)=\langle x,Kx\rangle$, kept as a complex number. `reCoupling` and `imCoupling` are the real numbers $R(f,g)=f^T\operatorname{Re}(K)\,g$ and $J(f,g)=f^T\operatorname{Im}(K)\,g$, with real and imaginary parts taken entry by entry.

The hypothesis `K.IsHermitian` says $\overline{K_{ji}}=K_{ij}$. It is assumed, and it stands for a kernel that assigns a real energy to every complex vector. Under it, `packing_defect` states
$$E(f+\mathrm{i}g)-\bigl(E(f)+E(g)\bigr)=-2\,f^T\operatorname{Im}(K)\,g ,$$
and `packing_iff_real` states that $E(f+\mathrm{i}g)=E(f)+E(g)$ holds for all real $f,g$ if and only if $\operatorname{Im}K_{ij}=0$ for all $i,j$. For an arbitrary $K$, `packing_iff_symm` gives the condition $K_{ij}=K_{ji}$ instead, and `packing_average` states that the mean of $E(f+\mathrm{i}g)$ and $E(f-\mathrm{i}g)$ is always $E(f)+E(g)$.

## Grids and kernels

The grid is a bare finite set with no geometry, and arithmetic is exact. There is no volume element and no factor $\tfrac12$; a nonzero real constant of this kind can be absorbed into $K$. Nothing requires $f$ and $g$ to be products of orbitals. The equivalence concerns all pairs at once, so a particular pair may have $J(f,g)=0$ although $K$ has complex entries. The theorems compare the packed energy with the sum $E(f)+E(g)$, and this single number does not give the two terms separately. For a real $K$ the vector $K(f+\mathrm{i}g)=Kf+\mathrm{i}Kg$ does, since its real and imaginary parts are $Kf$ and $Kg$. On a one-point grid a Hermitian $K$ is a real number, and the identity always holds.

For Coulomb or exchange-type quadratic forms on a finite grid, the result says that the energy of one packed array is the sum of the two separate energies whenever the Hermitian kernel is real in position space, and it gives the error otherwise. No Fourier transform appears in the file, so the following link to plane waves is an unformalised aside. A kernel $K_{ij}=N^{-1}\sum_G v(G)\,e^{\mathrm{i}G\cdot(r_i-r_j)}$ on $N$ points $r_i$, with a real multiplier $v$ on wave vectors $G$, is real when the set of $G$ and the values $v(G)$ are unchanged under $G\to-G$.

## Origin of the cross term

Since $f$ and $g$ are real, $(f+\mathrm{i}g)^\dagger=f^T-\mathrm{i}g^T$, and for any $K$
$$E(f+\mathrm{i}g)=f^TKf+\mathrm{i}\,f^TKg-\mathrm{i}\,g^TKf+(-\mathrm{i})(\mathrm{i})\,g^TKg=E(f)+E(g)+\mathrm{i}\bigl(f^TKg-g^TKf\bigr).$$
This is `energy_pack_expand`. Its proof writes both sides as double sums, compares the $(i,j)$ summands through `Finset.sum_congr`, and uses $\mathrm{i}^2=-1$ (`Complex.I_sq`) on the $g$–$g$ term.

Inserting $K_{ij}=\operatorname{Re}K_{ij}+\mathrm{i}\operatorname{Im}K_{ij}$ gives $f^TKg=R(f,g)+\mathrm{i}J(f,g)$, which is `element_embed`, again checked summand by summand with `Complex.re_add_im`. The real and imaginary parts of $\overline{K_{ji}}=K_{ij}$ are $\operatorname{Re}K_{ji}=\operatorname{Re}K_{ij}$ and $\operatorname{Im}K_{ji}=-\operatorname{Im}K_{ij}$, called `hre` and `him` in `coupling_swap`. Exchanging the order of summation (`Finset.sum_comm`) then yields $R(g,f)=R(f,g)$ and $J(g,f)=-J(f,g)$. With $R=R(f,g)$ and $J=J(f,g)$ the cross term becomes
$$\mathrm{i}\bigl[(R+\mathrm{i}J)-(R-\mathrm{i}J)\bigr]=\mathrm{i}\cdot 2\mathrm{i}J=-2J .$$
The rewrite chain in `packing_defect` performs these substitutions, and the closing `linear_combination` supplies $\mathrm{i}^2=-1$.

## Symmetry, reality and the sign of $g$

Suppose the identity holds for all pairs, and take the unit vectors $f=e_i$, $g=e_j$ (`Pi.single i 1` and `Pi.single j 1`). Then $e_i^TKe_j=K_{ij}$, which is `hel`, and the expansion forces $\mathrm{i}(K_{ij}-K_{ji})=0$. Multiplying by $\mathrm{i}$, the term `I * h1` in the proof, gives $K_{ij}=K_{ji}$. Conversely, symmetry gives $f^TKg=g^TKf$ after exchanging the sums (`hs`), and the cross term vanishes.

For Hermitian $K$, symmetry turns $\overline{K_{ji}}=K_{ij}$ into $\overline{K_{ij}}=K_{ij}$, so every entry is real. If every entry is real, then $K_{ij}=\overline{K_{ji}}=K_{ji}$. `packing_iff_real` rewrites with `packing_iff_symm` and runs these two lines through `Complex.conj_eq_iff_im`.

Replacing $g$ by $-g$ leaves $E(g)$ unchanged and flips the sign of the cross term, so the cross terms cancel in the mean. `packing_average` expands both energies, pulls the signs out of the products and finishes with `ring`. The mean needs two packed evaluations.

## A two-point kernel with nonzero defect

`packing_defect_witness` takes $K=\sigma_y=\begin{pmatrix}0&-\mathrm{i}\\ \mathrm{i}&0\end{pmatrix}$ on the points $0,1$, with $f=(1,0)$ and $g=(0,1)$. It states that $\sigma_y$ is Hermitian, that $E(f+\mathrm{i}g)=2$, and that $E(f)+E(g)=0$; each part is evaluated entry by entry. The diagonal of $\sigma_y$ vanishes, which gives the zero. The packed vector $(1,\mathrm{i})$ satisfies $\sigma_y(1,\mathrm{i})^T=(1,\mathrm{i})^T$ and has squared norm $2$, so its energy is $2$, and the normalised vector $(1,\mathrm{i})/\sqrt2$ has expectation value $1$. This agrees with the defect formula, because $J(f,g)=\operatorname{Im}K_{01}=-1$.
